# For Collinear Electron Velocities, the Soft-Photon Coefficient Is Twice the Virtual Infrared Coefficient

**Q:** Suppose an electron's velocity changes abruptly from one value to another along the same line. Relative to the lowest-order rate, and at first order in the fine-structure constant $\alpha$, the rate without a photon carries $-\frac{\alpha}{\pi} f\ln(m^2/\mu^2)$, with $m$ the electron mass and $\mu$ a fictitious photon mass. Unseen soft photons, with energies up to a small limit $E\gg\mu$, add $+\frac{\alpha}{2\pi} I\ln(E^2/\mu^2)$. If $I\neq 2f$, the predicted rate diverges as $\mu\to0$. How do you get $I=2f$?

**A:** By computing both. Let the velocities be $v=\tanh a$ and $u=\tanh b$ in units of the speed of light, with $\varphi=a-b\neq0$, and let $c$ be the cosine of the emission angle. Then

$$I=\frac12\int_{-1}^{1}\left[\frac{2(1-vu)}{(1-vc)(1-uc)}-\frac{1-v^2}{(1-vc)^2}-\frac{1-u^2}{(1-uc)^2}\right]dc.$$

Each self term has an antiderivative of the form $(c-v)/(1-vc)$, which runs from $-1$ to $1$, so it averages to 1. The interference term has the antiderivative

$$\frac{2(1-vu)}{v-u}\,\bigl[\ln(1-uc)-\ln(1-vc)\bigr].$$

Here $(1-vu)/(v-u)=\coth\varphi$. Since $\ln\frac{1+v}{1-v}=2a$, and likewise for $u$ and $b$, the bracket changes by $2a-2b=2\varphi$. The average is $2\varphi\coth\varphi$, so $I=2(\varphi\coth\varphi-1)$.

For $\varphi>0$, the mean value theorem gives $\sinh\varphi=\varphi\cosh\xi<\varphi\cosh\varphi$ with $0<\xi<\varphi$. Hence $I>0$, and evenness in $\varphi$ handles the other sign.

**Q:** And the virtual side?

**A:** It is a Feynman-parameter integral,

$$f=\int_0^1\frac{m^2-q^2/2}{m^2-q^2x(1-x)}\,dx-1,\qquad q^2=2m^2(1-\cosh\varphi).$$

The numerator is $m^2\cosh\varphi$. The denominator factorises as $m^2AB$, with $A=x+(1-x)e^{\varphi}$ and $B=x+(1-x)e^{-\varphi}$. An antiderivative is $\frac12\coth\varphi\,(\ln B-\ln A)$, which rises from $-\varphi\coth\varphi$ to $0$. So $f=\varphi\coth\varphi-1=I/2$.

**Q:** Give me numbers.

**A:** Take $v=3/5$ and $u=0$, so $\varphi=\ln2$ and $\coth\varphi=5/3$. Then $f=\frac53\ln2-1\approx0.155$ and $I\approx0.310$. Directly, the interference average is $\frac53\ln\frac{1.6}{0.4}\approx2.310$, and the self terms remove 2.

**Q:** Does the Lean code define one coefficient through the other?

**A:** No, the two definitions are independent.

```lean
import Mathlib

open Real MeasureTheory

namespace SoftPhotonCancellation

noncomputable section
```

The radiation pattern is entered term by term.

```lean
/-- Interference term of the soft-photon pattern for collinear velocities `v`, `u`, at emission
cosine `c`; its domain is `v * c ≠ 1`, `u * c ≠ 1`. -/
def interference (v u c : ℝ) : ℝ := 2 * (1 - v * u) / ((1 - v * c) * (1 - u * c))

/-- Self term of a charge with velocity `v` at emission cosine `c`; its domain is `v * c ≠ 1`. -/
def selfTerm (v c : ℝ) : ℝ := (1 - v ^ 2) / (1 - v * c) ^ 2
```

`softEmission` is $I$, a dimensionless coefficient and not a rate. The factor $\frac12$ is the solid-angle average after the trivial azimuthal integral.

```lean
/-- Soft-photon emission averaged over directions, for a charge whose velocity changes between
the collinear values `v` and `u`; its domain is `|v| < 1`, `|u| < 1`. -/
def softEmission (v u : ℝ) : ℝ :=
  (1 / 2) * ∫ c in (-1 : ℝ)..1, (interference v u c - selfTerm v c - selfTerm u c)
```

`fIR` is $f$, and `transferSq` computes $q^2$ from two on-shell momenta, with the energy part counted positive.

```lean
/-- Infrared coefficient of the virtual vertex correction, as a Feynman-parameter integral, for
mass `m` and squared momentum transfer `q2`; its domain is `m ≠ 0`, `q2 < 4 * m ^ 2`. -/
def fIR (m q2 : ℝ) : ℝ :=
  (∫ x in (0 : ℝ)..1, (m ^ 2 - q2 / 2) / (m ^ 2 - q2 * (x * (1 - x)))) - 1

/-- Minkowski square of the difference of the momenta `m (cosh a, sinh a)` and
`m (cosh b, sinh b)`. -/
def transferSq (m a b : ℝ) : ℝ :=
  (m * cosh a - m * cosh b) ^ 2 - (m * sinh a - m * sinh b) ^ 2
```

**Q:** What keeps the denominators away from zero?

**A:** Subluminal velocities do: $|\tanh a|<1$ makes $1-vc$ positive, which also gives continuity and hence integrability.

```lean
/-- The velocity `tanh a` is below the speed of light. -/
lemma abs_tanh_lt (a : ℝ) : |tanh a| < 1 := by
  have h1 := Real.cosh_add_sinh a
  have h2 := Real.cosh_sub_sinh a
  have h3 := Real.exp_pos a
  have h4 := Real.exp_pos (-a)
  rw [Real.tanh_eq_sinh_div_cosh, abs_lt]
  constructor
  · rw [lt_div_iff₀ (Real.cosh_pos a)]; linarith
  · rw [div_lt_iff₀ (Real.cosh_pos a)]; linarith

/-- The factor `1 - v c` is positive for a subluminal velocity and a cosine `c`. -/
lemma doppler_pos {v c : ℝ} (hv : |v| < 1) (hc : c ∈ Set.uIcc (-1 : ℝ) 1) :
    0 < 1 - v * c := by
  rw [Set.uIcc_of_le (by norm_num)] at hc
  have h : |v * c| ≤ |v| := by
    rw [abs_mul]
    exact mul_le_of_le_one_right (abs_nonneg v) (abs_le.mpr hc)
  linarith [le_abs_self (v * c)]

/-- The factor `1 - v c` has slope `-v` in the cosine `c`. -/
lemma hasDerivAt_doppler (v c : ℝ) : HasDerivAt (fun c : ℝ => 1 - v * c) (-v) c :=
  (((hasDerivAt_id' c).const_mul v).const_sub 1).congr_deriv (by ring)

/-- The self term is integrable over the cosine for a subluminal velocity. -/
lemma selfTerm_integrable {v : ℝ} (hv : |v| < 1) :
    IntervalIntegrable (selfTerm v) volume (-1) 1 := by
  have h : ContinuousOn (fun c : ℝ => (1 - v ^ 2) / (1 - v * c) ^ 2) (Set.uIcc (-1) 1) :=
    ContinuousOn.div (by fun_prop) (by fun_prop)
      (fun c hc => pow_ne_zero 2 (doppler_pos hv hc).ne')
  exact h.intervalIntegrable

/-- The interference term is integrable over the cosine for subluminal velocities. -/
lemma interference_integrable {v u : ℝ} (hv : |v| < 1) (hu : |u| < 1) :
    IntervalIntegrable (interference v u) volume (-1) 1 := by
  have h : ContinuousOn (fun c : ℝ => 2 * (1 - v * u) / ((1 - v * c) * (1 - u * c)))
      (Set.uIcc (-1) 1) :=
    ContinuousOn.div (by fun_prop) (by fun_prop)
      (fun c hc => mul_ne_zero (doppler_pos hv hc).ne' (doppler_pos hu hc).ne')
  exact h.intervalIntegrable
```

**Q:** Where are the integrals done?

**A:** Each uses the fundamental theorem of calculus, `integral_eq_sub_of_hasDerivAt`, with the antiderivatives above. First comes the self term.

```lean
/-- The self term of a subluminal charge averages to one over all directions. -/
theorem selfTerm_average {v : ℝ} (hv : |v| < 1) :
    (1 / 2) * ∫ c in (-1 : ℝ)..1, selfTerm v c = 1 := by
  -- the antiderivative is the aberration formula (c - v) / (1 - v c)
  have hd : ∀ c ∈ Set.uIcc (-1 : ℝ) 1,
      HasDerivAt (fun c : ℝ => (c - v) / (1 - v * c)) (selfTerm v c) c := fun c hc =>
    (((hasDerivAt_id' c).sub_const v).fun_div (hasDerivAt_doppler v c)
      (doppler_pos hv hc).ne').congr_deriv (by unfold selfTerm; congr 1; ring)
  rw [intervalIntegral.integral_eq_sub_of_hasDerivAt hd (selfTerm_integrable hv)]
  have h1 : 1 - v * 1 ≠ 0 := (doppler_pos hv (by simp)).ne'
  have h2 : 1 - v * (-1) ≠ 0 := (doppler_pos hv (by simp)).ne'
  have e1 : (1 - v) / (1 - v * 1) = 1 := by rw [div_eq_iff h1]; ring
  have e2 : (-1 - v) / (1 - v * (-1)) = -1 := by rw [div_eq_iff h2]; ring
  rw [e1, e2]; norm_num
```

Two lemmas turn logarithms into rapidities and the velocity prefactor into $\coth\varphi$, written `cosh (a - b) / sinh (a - b)`.

```lean
/-- The logarithm of the ratio of `1 + v` to `1 - v` is twice the rapidity. -/
lemma log_rapidity (a : ℝ) : log (1 + tanh a) - log (1 - tanh a) = 2 * a := by
  have hc := (Real.cosh_pos a).ne'
  have h1 : 1 + tanh a = exp a / cosh a := by
    rw [Real.tanh_eq_sinh_div_cosh, ← Real.cosh_add_sinh, add_div, div_self hc]
  have h2 : 1 - tanh a = exp (-a) / cosh a := by
    rw [Real.tanh_eq_sinh_div_cosh, ← Real.cosh_sub_sinh, sub_div, div_self hc]
  rw [h1, h2, Real.log_div (Real.exp_ne_zero _) hc, Real.log_div (Real.exp_ne_zero _) hc,
    Real.log_exp, Real.log_exp]
  ring

/-- Subtraction of collinear velocities, written in rapidities. -/
lemma relative_velocity (a b : ℝ) :
    (1 - tanh a * tanh b) * sinh (a - b) = cosh (a - b) * (tanh a - tanh b) := by
  have hA : tanh a * cosh a = sinh a := by
    rw [Real.tanh_eq_sinh_div_cosh, div_mul_cancel₀ _ (Real.cosh_pos a).ne']
  have hB : tanh b * cosh b = sinh b := by
    rw [Real.tanh_eq_sinh_div_cosh, div_mul_cancel₀ _ (Real.cosh_pos b).ne']
  have h1 : (tanh a - tanh b) * (cosh a * cosh b) = sinh (a - b) := by
    rw [Real.sinh_sub]; linear_combination cosh b * hA - cosh a * hB
  have h2 : (1 - tanh a * tanh b) * (cosh a * cosh b) = cosh (a - b) := by
    rw [Real.cosh_sub]; linear_combination -(tanh b * cosh b) * hA - sinh a * hB
  apply mul_right_cancel₀ (mul_pos (Real.cosh_pos a) (Real.cosh_pos b)).ne'
  linear_combination sinh (a - b) * h2 - cosh (a - b) * h1

/-- For different rapidities the interference term averages to `2 φ coth φ`, `φ = a - b`. -/
theorem interference_average {a b : ℝ} (hab : a ≠ b) :
    (1 / 2) * ∫ c in (-1 : ℝ)..1, interference (tanh a) (tanh b) c
      = 2 * ((a - b) * (cosh (a - b) / sinh (a - b))) := by
  have hs : sinh (a - b) ≠ 0 := fun h => sub_ne_zero.mpr hab (Real.sinh_eq_zero.mp h)
  have hK := eq_div_of_mul_eq hs (relative_velocity a b)
  have hd : ∀ c ∈ Set.uIcc (-1 : ℝ) 1, HasDerivAt
      (fun c : ℝ => 2 * (cosh (a - b) / sinh (a - b)) *
        (log (1 - tanh b * c) - log (1 - tanh a * c)))
      (interference (tanh a) (tanh b) c) c := by
    intro c hc
    have hv := (doppler_pos (abs_tanh_lt a) hc).ne'
    have hu := (doppler_pos (abs_tanh_lt b) hc).ne'
    refine ((((hasDerivAt_doppler (tanh b) c).log hu).fun_sub
      ((hasDerivAt_doppler (tanh a) c).log hv)).const_mul _).congr_deriv ?_
    unfold interference
    rw [hK, div_sub_div _ _ hu hv]
    field_simp
    ring
  rw [intervalIntegral.integral_eq_sub_of_hasDerivAt hd
    (interference_integrable (abs_tanh_lt a) (abs_tanh_lt b))]
  simp only [mul_one, mul_neg, sub_neg_eq_add]
  linear_combination (cosh (a - b) / sinh (a - b)) * (log_rapidity a - log_rapidity b)
```

Linearity of the integral then gives the closed form. It needs `a ≠ b`, because Lean sets $1/0=0$ and the formula would return $-2$ at equal rapidities.

```lean
/-- For different rapidities the soft emission is `2 (φ coth φ - 1)` with `φ = a - b`. -/
theorem softEmission_eq {a b : ℝ} (hab : a ≠ b) :
    softEmission (tanh a) (tanh b)
      = 2 * ((a - b) * (cosh (a - b) / sinh (a - b)) - 1) := by
  have hI := interference_integrable (abs_tanh_lt a) (abs_tanh_lt b)
  have hv := selfTerm_integrable (abs_tanh_lt a)
  have hu := selfTerm_integrable (abs_tanh_lt b)
  have hIv : IntervalIntegrable
      (fun c => interference (tanh a) (tanh b) c - selfTerm (tanh a) c) volume (-1) 1 :=
    hI.sub hv
  unfold softEmission
  rw [intervalIntegral.integral_sub hIv hu, intervalIntegral.integral_sub hI hv]
  linear_combination interference_average hab - selfTerm_average (abs_tanh_lt a)
    - selfTerm_average (abs_tanh_lt b)
```

In the positivity proof, `key` is the mean value argument for positive argument; the case split supplies the other sign.

```lean
/-- The soft emission is positive whenever the two rapidities differ. -/
theorem softEmission_pos {a b : ℝ} (hab : a ≠ b) : 0 < softEmission (tanh a) (tanh b) := by
  -- mean value theorem: sinh x = x cosh ξ < x cosh x
  have key : ∀ x : ℝ, 0 < x → 1 < x * (cosh x / sinh x) := by
    intro x hx
    rw [← mul_div_assoc, lt_div_iff₀ (Real.sinh_pos_iff.mpr hx), one_mul]
    obtain ⟨ξ, hξ, h⟩ := exists_hasDerivAt_eq_slope Real.sinh Real.cosh hx
      Real.continuous_sinh.continuousOn (fun y _ => Real.hasDerivAt_sinh y)
    rw [Real.sinh_zero, sub_zero, sub_zero, eq_div_iff hx.ne'] at h
    have hlt : cosh ξ < cosh x := Real.cosh_lt_cosh.mpr (by
      rw [abs_of_pos hξ.1, abs_of_pos hx]; exact hξ.2)
    nlinarith [mul_pos (sub_pos.mpr hlt) hx]
  rw [softEmission_eq hab]
  rcases lt_or_gt_of_ne (sub_ne_zero.mpr hab) with h | h
  · have h' := key (-(a - b)) (by linarith)
    rw [Real.cosh_neg, Real.sinh_neg, div_neg, neg_mul_neg] at h'
    linarith
  · linarith [key (a - b) h]
```

**Q:** And the comparison?

**A:** First $q^2$ is reduced to $\varphi$; then `hden` factorises the Feynman denominator and `hd` checks the antiderivative.

```lean
/-- The squared momentum transfer depends on the rapidities only through `a - b`. -/
lemma transferSq_eq (m a b : ℝ) : transferSq m a b = 2 * m ^ 2 * (1 - cosh (a - b)) := by
  unfold transferSq
  rw [Real.cosh_sub]
  linear_combination m ^ 2 * Real.cosh_sq a + m ^ 2 * Real.cosh_sq b

/-- For positive mass and relative rapidity `φ ≠ 0` the virtual coefficient is
`φ coth φ - 1`. -/
theorem fIR_eq {m φ : ℝ} (hm : 0 < m) (hφ : φ ≠ 0) :
    fIR m (2 * m ^ 2 * (1 - cosh φ)) = φ * (cosh φ / sinh φ) - 1 := by
  have hs : sinh φ ≠ 0 := fun h => hφ (Real.sinh_eq_zero.mp h)
  have hm2 : m ^ 2 ≠ 0 := pow_ne_zero 2 hm.ne'
  have hE : exp φ * exp (-φ) = 1 := by rw [← Real.exp_add, add_neg_cancel, Real.exp_zero]
  have hC : exp φ + exp (-φ) = 2 * cosh φ := by rw [Real.cosh_eq]; ring
  have hS : exp φ - exp (-φ) = 2 * sinh φ := by rw [Real.sinh_eq]; ring
  have hpos : ∀ t : ℝ, 0 < t → ∀ x ∈ Set.uIcc (0 : ℝ) 1, 0 < x + (1 - x) * t := by
    intro t ht x hx
    rw [Set.uIcc_of_le zero_le_one] at hx
    rcases eq_or_lt_of_le hx.1 with h | h
    · rw [← h]; simpa using ht
    · exact add_pos_of_pos_of_nonneg h (mul_nonneg (sub_nonneg.mpr hx.2) ht.le)
  have hlin : ∀ t x : ℝ, HasDerivAt (fun x : ℝ => x + (1 - x) * t) (1 - t) x := fun t x =>
    ((hasDerivAt_id' x).fun_add (((hasDerivAt_id' x).const_sub 1).mul_const t)).congr_deriv
      (by ring)
  -- the Feynman denominator factorises into two linear factors
  have hden : ∀ x : ℝ, m ^ 2 - 2 * m ^ 2 * (1 - cosh φ) * (x * (1 - x))
      = m ^ 2 * ((x + (1 - x) * exp φ) * (x + (1 - x) * exp (-φ))) := fun x => by
    linear_combination -(m ^ 2 * (1 - x) ^ 2) * hE - m ^ 2 * x * (1 - x) * hC
  have hnum : m ^ 2 - 2 * m ^ 2 * (1 - cosh φ) / 2 = m ^ 2 * cosh φ := by ring
  unfold fIR
  simp only [hden, hnum, mul_div_mul_left _ _ hm2]
  have hd : ∀ x ∈ Set.uIcc (0 : ℝ) 1, HasDerivAt
      (fun x : ℝ => cosh φ / sinh φ / 2 *
        (log (x + (1 - x) * exp (-φ)) - log (x + (1 - x) * exp φ)))
      (cosh φ / ((x + (1 - x) * exp φ) * (x + (1 - x) * exp (-φ)))) x := by
    intro x hx
    have hA := (hpos _ (Real.exp_pos φ) x hx).ne'
    have hB := (hpos _ (Real.exp_pos (-φ)) x hx).ne'
    refine ((((hlin _ x).log hB).fun_sub ((hlin _ x).log hA)).const_mul _).congr_deriv ?_
    have h : (1 - exp (-φ)) * (x + (1 - x) * exp φ)
        - (x + (1 - x) * exp (-φ)) * (1 - exp φ) = 2 * sinh φ := by linear_combination hS
    rw [div_sub_div _ _ hB hA, h]
    generalize x + (1 - x) * exp φ = A at hA ⊢
    generalize x + (1 - x) * exp (-φ) = B at hB ⊢
    field_simp
  have hc : ContinuousOn (fun x : ℝ =>
      cosh φ / ((x + (1 - x) * exp φ) * (x + (1 - x) * exp (-φ)))) (Set.uIcc 0 1) :=
    ContinuousOn.div (by fun_prop) (by fun_prop) (fun x hx => mul_ne_zero
      (hpos _ (Real.exp_pos φ) x hx).ne' (hpos _ (Real.exp_pos (-φ)) x hx).ne')
  rw [intervalIntegral.integral_eq_sub_of_hasDerivAt hd hc.intervalIntegrable]
  simp only [sub_self, zero_mul, add_zero, sub_zero, one_mul, zero_add, Real.log_one,
    Real.log_exp, mul_zero]
  ring
```

The main theorem holds for every $m>0$ and all $a,b$. At $a=b$ both sides vanish and are treated separately.

```lean
/-- Real soft emission equals twice the virtual infrared coefficient at the same momentum
transfer, for any positive mass and any two collinear rapidities. -/
theorem real_eq_two_virtual {m : ℝ} (hm : 0 < m) (a b : ℝ) :
    softEmission (tanh a) (tanh b) = 2 * fIR m (transferSq m a b) := by
  by_cases hab : a = b
  · -- without a change of velocity both sides vanish
    subst hab
    have h0 : ∀ c, interference (tanh a) (tanh a) c - selfTerm (tanh a) c
        - selfTerm (tanh a) c = 0 := fun c => by
      unfold interference selfTerm; ring
    have h1 : softEmission (tanh a) (tanh a) = 0 := by
      unfold softEmission
      simp only [h0, intervalIntegral.integral_zero, mul_zero]
    rw [h1]
    simp [fIR, transferSq, hm.ne']
  · rw [softEmission_eq hab, transferSq_eq, fIR_eq hm (sub_ne_zero.mpr hab)]
```

Boosts along the line leave $a-b$ alone, so they leave $q^2$ and the coefficient $I$ alone. The photon energy limit $E$, by contrast, depends on the frame.

```lean
/-- The soft emission is unchanged by a boost of rapidity `η` along the common direction. -/
theorem softEmission_boost (a b η : ℝ) :
    softEmission (tanh (a + η)) (tanh (b + η)) = softEmission (tanh a) (tanh b) := by
  rw [real_eq_two_virtual one_pos, real_eq_two_virtual one_pos, transferSq_eq, transferSq_eq,
    add_sub_add_right_eq_sub]

end

end SoftPhotonCancellation
```

```lean
#print axioms SoftPhotonCancellation.softEmission_pos
-- 'SoftPhotonCancellation.softEmission_pos' depends on axioms: [propext, Classical.choice, Quot.sound]
#print axioms SoftPhotonCancellation.real_eq_two_virtual
-- 'SoftPhotonCancellation.real_eq_two_virtual' depends on axioms: [propext, Classical.choice, Quot.sound]
#print axioms SoftPhotonCancellation.softEmission_boost
-- 'SoftPhotonCancellation.softEmission_boost' depends on axioms: [propext, Classical.choice, Quot.sound]
```

**Q:** What must I still take from QED?

**A:** That these two integrals, with the prefactors and signs quoted at the start, give the $\ln\mu$ terms of the one-loop vertex correction and of single-photon emission. The diagrams are not derived here, and the velocities are collinear.

**Q:** How does the equality enter a calculation?

**A:** In first-order radiative corrections to electron scattering, restricted here to collinear velocities, you add the two logarithms. With $I=2f$, $\mu$ drops out and their sum is $-\frac{\alpha}{\pi}f\ln(m^2/E^2)$. Other finite terms of order $\alpha$ must be added separately. For the numbers above and $E=m/100$, this logarithm lowers the rate by about 0.33%.
